# For a current built from bond paths, the symmetrized gradient at zero wavevector is path independent

Join two lattice sites by a straight line, then by a parabola. The same Hamiltonian can now give two different currents at finite wavelength, both of which conserve charge. A flexoelectric calculation expands a current response in the wavevector $q$, so an arbitrary choice of curve could enter its coefficients. For a finite, non-interacting lattice model, the results below identify a part of the first-order term in the current operator that is free of this choice. They do not treat the second order in $q$ or the flexoelectric response itself.

```lean
import Mathlib

open Complex (I)

noncomputable section

namespace FlexoelectricCurrent
```

## Sites, paths and operators

A path $\gamma$ from $y$ to $x$ has a position, a continuous velocity $\gamma'$ and fixed ends $\gamma(0)=y$, $\gamma(1)=x$. It is defined for all real times, but only $[0,1]$ is used.

```lean
/-- A continuously differentiable path from `y` to `x`, run through for times from 0 to 1. -/
structure BondPath {ι : Type*} (y x : ι → ℝ) where
  pos : ℝ → ι → ℝ
  vel : ℝ → ι → ℝ
  hasDeriv : ∀ t i, HasDerivAt (fun s => pos s i) (vel t i) t
  vel_cont : ∀ i, Continuous fun t => vel t i
  start : pos 0 = y
  finish : pos 1 = x
```

The index type `ι` labels Cartesian components and `n` labels sites; both are finite. In the formulas, $i$ as a subscript is a component, and elsewhere it is the imaginary unit. The plane-wave factor is $e^{-iq\cdot r}$.

```lean
variable {ι n : Type*} [Fintype ι] [DecidableEq ι] [Fintype n] [DecidableEq n]

/-- The plane-wave factor `exp(-i q·r)`. -/
def phase (q r : ι → ℝ) : ℂ := Complex.exp (-I * ((dotProduct q r : ℝ) : ℂ))
```

Two integrals along the path carry the argument. The first is $L_i(q)=\int_0^1 e^{-iq\cdot\gamma}\gamma'_i\,dt$.

```lean
/-- The integral of `exp(-i q·γ) γ'_i` along a path. -/
def lineIntegral {y x : ι → ℝ} (γ : BondPath y x) (q : ι → ℝ) (i : ι) : ℂ :=
  ∫ t in (0 : ℝ)..1, phase q (γ.pos t) * (γ.vel t i : ℂ)
```

The second is the first moment $M_{ji}=\int_0^1\gamma_j\gamma'_i\,dt$.

```lean
/-- The first moment of a path, the integral of `γ_j γ'_i`. -/
def firstMoment {y x : ι → ℝ} (γ : BondPath y x) (j i : ι) : ℝ :=
  ∫ t in (0 : ℝ)..1, γ.pos t j * γ.vel t i
```

With site positions $x_a$, the density is $\rho(q)=\mathrm{diag}(e^{-iq\cdot x_a})$.

```lean
/-- The density operator `ρ(q)`, diagonal in the sites. -/
def density (x : n → ι → ℝ) (q : ι → ℝ) : Matrix n n ℂ :=
  Matrix.diagonal fun a => phase q (x a)
```

The position operator $x_i$ is also diagonal, which neglects position matrix elements between different orbitals.

```lean
/-- The `i`-th component of the position operator. -/
def position (x : n → ι → ℝ) (i : ι) : Matrix n n ℂ :=
  Matrix.diagonal fun a => (x a i : ℂ)
```

The current has entries $J_i(q)_{ab}=-iH_{ab}L_i(q)$, taken along the path $\gamma_{ab}$ from $x_b$ to $x_a$, with $\hbar=1$ and unit charge. The theorems hold for any complex matrix $H$ and allow unrelated paths for $ab$ and $ba$. A physical current must also satisfy $J_i(q)^\dagger=J_i(-q)$, which holds when $H$ is Hermitian and each path for $ba$ is the path for $ab$ run backwards.

```lean
/-- The `i`-th component of the current operator `J(q)` for a choice of paths between sites. -/
def current {x : n → ι → ℝ} (H : Matrix n n ℂ) (γ : ∀ a b, BondPath (x b) (x a))
    (q : ι → ℝ) (i : ι) : Matrix n n ℂ :=
  Matrix.of fun a b => -I * H a b * lineIntegral (γ a b) q i
```

The gradient $\partial J_i/\partial q_j$ at $q=0$ is an ordinary derivative along `Pi.single j s`, the wavevector with $s$ in component $j$ and zero elsewhere.

```lean
/-- The gradient `∂J_i/∂q_j` at `q = 0`, entry by entry. -/
def currentGradient {x : n → ι → ℝ} (H : Matrix n n ℂ) (γ : ∀ a b, BondPath (x b) (x a))
    (i j : ι) : Matrix n n ℂ :=
  Matrix.of fun a b => deriv (fun s : ℝ => current H γ (Pi.single j s) i a b) 0
```

## Charge conservation at every wavevector

Contracting with $q$ turns the integrand into a total derivative:

$$\sum_i q_i\gamma'_i\,e^{-iq\cdot\gamma}=\frac{d}{dt}\left(i\,e^{-iq\cdot\gamma}\right),\qquad \sum_i q_iL_i(q)=i\left(e^{-iq\cdot x}-e^{-iq\cdot y}\right).$$

In the proof, `hph` differentiates the phase, `hd` is the first identity, and the fundamental theorem of calculus gives the second.

```lean
omit [DecidableEq ι] in
/-- The line integral contracted with `q` depends only on the two ends of the path. -/
theorem dot_lineIntegral {y x : ι → ℝ} (γ : BondPath y x) (q : ι → ℝ) :
    ∑ i, (q i : ℂ) * lineIntegral γ q i = I * (phase q x - phase q y) := by
  have hph : ∀ t, HasDerivAt (fun s => phase q (γ.pos s))
      (phase q (γ.pos t) * (-I * ((dotProduct q (γ.vel t) : ℝ) : ℂ))) t := by
    intro t
    have h1 : HasDerivAt (fun s => dotProduct q (γ.pos s)) (dotProduct q (γ.vel t)) t := by
      simp only [dotProduct]
      exact HasDerivAt.fun_sum fun i _ => (γ.hasDeriv t i).const_mul (q i)
    exact (h1.ofReal_comp.const_mul (-I)).cexp
  have hp : Continuous fun t => phase q (γ.pos t) :=
    continuous_iff_continuousAt.2 fun t => (hph t).continuousAt
  have hc : ∀ i, Continuous fun t => (q i : ℂ) * (phase q (γ.pos t) * (γ.vel t i : ℂ)) :=
    fun i => continuous_const.mul (hp.mul (Complex.continuous_ofReal.comp (γ.vel_cont i)))
  -- the contracted integrand is a total derivative
  have hd : ∀ t, HasDerivAt (fun s => I * phase q (γ.pos s))
      (∑ i, (q i : ℂ) * (phase q (γ.pos t) * (γ.vel t i : ℂ))) t := by
    intro t
    have hs : ∑ i, (q i : ℂ) * (phase q (γ.pos t) * (γ.vel t i : ℂ))
        = phase q (γ.pos t) * ((dotProduct q (γ.vel t) : ℝ) : ℂ) := by
      simp only [dotProduct, Complex.ofReal_sum, Complex.ofReal_mul, Finset.mul_sum]
      exact Finset.sum_congr rfl fun i _ => by ring
    refine ((hph t).const_mul I).congr_deriv ?_
    rw [hs]
    linear_combination
      (-(phase q (γ.pos t) * ((dotProduct q (γ.vel t) : ℝ) : ℂ))) * Complex.I_sq
  simp only [lineIntegral, ← intervalIntegral.integral_const_mul]
  rw [← intervalIntegral.integral_finsetSum fun i _ => (hc i).intervalIntegrable 0 1,
    intervalIntegral.integral_eq_sub_of_hasDerivAt (fun t _ => hd t)
      ((continuous_finsetSum _ fun i _ => hc i).intervalIntegrable 0 1),
    γ.start, γ.finish]
  ring
```

Multiplying by $-iH_{ab}$ gives

$$(q\cdot J)_{ab}=H_{ab}\left(e^{-iq\cdot x_a}-e^{-iq\cdot x_b}\right)=-[H,\rho(q)]_{ab}.$$

This is the continuity equation, since $\dot\rho=i[H,\rho]=-iq\cdot J$.

```lean
omit [DecidableEq ι] in
/-- Continuity equation: `q·J(q) = -[H, ρ(q)]` for every wavevector and every choice of paths. -/
theorem continuity_equation {x : n → ι → ℝ} (H : Matrix n n ℂ)
    (γ : ∀ a b, BondPath (x b) (x a)) (q : ι → ℝ) :
    ∑ i, (q i : ℂ) • current H γ q i = -(H * density x q - density x q * H) := by
  ext a b
  simp only [Matrix.sum_apply, Matrix.smul_apply, Matrix.neg_apply, Matrix.sub_apply, density,
    Matrix.mul_diagonal, Matrix.diagonal_mul, current, Matrix.of_apply, smul_eq_mul]
  have h : ∑ i, (q i : ℂ) * (-I * H a b * lineIntegral (γ a b) q i)
      = -I * H a b * ∑ i, (q i : ℂ) * lineIntegral (γ a b) q i := by
    rw [Finset.mul_sum]
    exact Finset.sum_congr rfl fun i _ => by ring
  rw [h, dot_lineIntegral]
  linear_combination (-(H a b * (phase q (x a) - phase q (x b)))) * Complex.I_sq
```

## The uniform current

At $q=0$ the phase is 1 and $L_i(0)$ is the displacement $x_{a,i}-x_{b,i}$. Hence $J_i(0)_{ab}=iH_{ab}(x_{b,i}-x_{a,i})$, so $J_i(0)=i[H,x_i]$, the velocity operator.

```lean
omit [DecidableEq ι] in
/-- At zero wavevector the current is the velocity operator, `J_i(0) = i[H, x_i]`. -/
theorem current_zero {x : n → ι → ℝ} (H : Matrix n n ℂ)
    (γ : ∀ a b, BondPath (x b) (x a)) (i : ι) :
    current H γ 0 i = I • (H * position x i - position x i * H) := by
  ext a b
  have h : lineIntegral (γ a b) 0 i = (x a i : ℂ) - (x b i : ℂ) := by
    have h0 : ∀ r : ι → ℝ, phase 0 r = 1 := fun r => by simp [phase]
    simp only [lineIntegral, h0, one_mul]
    rw [intervalIntegral.integral_eq_sub_of_hasDerivAt
      (fun t _ => ((γ a b).hasDeriv t i).ofReal_comp)
      ((Complex.continuous_ofReal.comp ((γ a b).vel_cont i)).intervalIntegrable 0 1),
      (γ a b).start, (γ a b).finish]
  simp only [current, position, Matrix.of_apply, Matrix.smul_apply, Matrix.sub_apply,
    Matrix.mul_diagonal, Matrix.diagonal_mul, smul_eq_mul, h]
  ring
```

## The gradient and its symmetric part

Put $q_j=s$ and all other components to zero. The $s$-derivative of the integrand is $-i\gamma_j e^{-is\gamma_j}\gamma'_i$. Its modulus $|\gamma_j||\gamma'_i|$ does not depend on $s$ and is integrable on $[0,1]$, so dominated convergence allows differentiation under the integral. At $s=0$ the result is $-iM_{ji}$. The bound is `hb`, and the derivative's existence is part of the conclusion.

```lean
/-- The line integral is differentiable in `q_j` at `q = 0`, with derivative `-i` times the
first moment of the path. -/
theorem hasDerivAt_lineIntegral {y x : ι → ℝ} (γ : BondPath y x) (i j : ι) :
    HasDerivAt (fun s : ℝ => lineIntegral γ (Pi.single j s) i)
      (-I * (firstMoment γ j i : ℂ)) 0 := by
  have hph : ∀ (s : ℝ) (r : ι → ℝ),
      phase (Pi.single j s) r = Complex.exp (-I * ((s : ℂ) * (r j : ℂ))) := by
    intro s r
    simp [phase, dotProduct, Pi.single_apply]
  have hp : Continuous fun t => (γ.pos t j : ℂ) := Complex.continuous_ofReal.comp
    (continuous_iff_continuousAt.2 fun t => (γ.hasDeriv t j).continuousAt)
  have hv : Continuous fun t => (γ.vel t i : ℂ) :=
    Complex.continuous_ofReal.comp (γ.vel_cont i)
  have he : ∀ s : ℝ, Continuous fun t => Complex.exp (-I * ((s : ℂ) * (γ.pos t j : ℂ))) :=
    fun s => Complex.continuous_exp.comp (continuous_const.mul (continuous_const.mul hp))
  -- the phase has modulus one, which bounds the derivative uniformly in `s`
  have hb : ∀ s t : ℝ, ‖Complex.exp (-I * ((s : ℂ) * (γ.pos t j : ℂ))) *
      (-I * (γ.pos t j : ℂ)) * (γ.vel t i : ℂ)‖ ≤ ‖(γ.pos t j : ℂ)‖ * ‖(γ.vel t i : ℂ)‖ := by
    intro s t
    have h1 : ‖Complex.exp (-I * ((s : ℂ) * (γ.pos t j : ℂ)))‖ = 1 := by
      have h2 : -I * ((s : ℂ) * (γ.pos t j : ℂ)) = ((-(s * γ.pos t j) : ℝ) : ℂ) * I := by
        push_cast
        ring
      rw [h2, Complex.norm_exp_ofReal_mul_I]
    exact le_of_eq (by
      rw [norm_mul, norm_mul, norm_mul, h1, norm_neg, Complex.norm_I, one_mul, one_mul])
  have hd : ∀ s t : ℝ, HasDerivAt
      (fun u : ℝ => Complex.exp (-I * ((u : ℂ) * (γ.pos t j : ℂ))) * (γ.vel t i : ℂ))
      (Complex.exp (-I * ((s : ℂ) * (γ.pos t j : ℂ))) *
        (-I * (γ.pos t j : ℂ)) * (γ.vel t i : ℂ)) s := by
    intro s t
    exact (((((hasDerivAt_id' s).ofReal_comp.mul_const (γ.pos t j : ℂ)).const_mul
      (-I)).cexp).mul_const (γ.vel t i : ℂ)).congr_deriv (by rw [Complex.ofReal_one, one_mul])
  have h := (intervalIntegral.hasDerivAt_integral_of_dominated_loc_of_deriv_le
    (μ := MeasureTheory.volume) (a := 0) (b := 1) (x₀ := (0 : ℝ)) (s := Set.univ)
    (F := fun (s t : ℝ) => Complex.exp (-I * ((s : ℂ) * (γ.pos t j : ℂ))) * (γ.vel t i : ℂ))
    (F' := fun (s t : ℝ) => Complex.exp (-I * ((s : ℂ) * (γ.pos t j : ℂ))) *
      (-I * (γ.pos t j : ℂ)) * (γ.vel t i : ℂ))
    (bound := fun t => ‖(γ.pos t j : ℂ)‖ * ‖(γ.vel t i : ℂ)‖)
    Filter.univ_mem
    (Filter.Eventually.of_forall fun s => ((he s).mul hv).aestronglyMeasurable)
    (((he 0).mul hv).intervalIntegrable 0 1)
    (((he 0).mul (continuous_const.mul hp)).mul hv).aestronglyMeasurable
    (MeasureTheory.ae_of_all _ fun t _ s _ => hb s t)
    ((hp.norm.mul hv.norm).intervalIntegrable 0 1)
    (MeasureTheory.ae_of_all _ fun t _ s _ => hd s t)).2
  simp only [lineIntegral, hph]
  refine h.congr_deriv ?_
  rw [firstMoment, ← intervalIntegral.integral_ofReal, ← intervalIntegral.integral_const_mul]
  refine intervalIntegral.integral_congr fun t _ => ?_
  simp only [Complex.ofReal_zero, zero_mul, mul_zero, Complex.exp_zero, one_mul,
    Complex.ofReal_mul]
  ring
```

The symmetrized moment is again the integral of a total derivative:

$$M_{ji}+M_{ij}=\int_0^1\frac{d}{dt}(\gamma_i\gamma_j)\,dt=x_ix_j-y_iy_j.$$

```lean
omit [Fintype ι] [DecidableEq ι] in
/-- The symmetrized first moment of a path depends only on its two ends. -/
theorem firstMoment_symm {y x : ι → ℝ} (γ : BondPath y x) (i j : ι) :
    firstMoment γ j i + firstMoment γ i j = x i * x j - y i * y j := by
  have hp : ∀ k, Continuous fun t => γ.pos t k := fun k =>
    continuous_iff_continuousAt.2 fun t => (γ.hasDeriv t k).continuousAt
  have h1 : Continuous fun t => γ.pos t j * γ.vel t i := (hp j).mul (γ.vel_cont i)
  have h2 : Continuous fun t => γ.pos t i * γ.vel t j := (hp i).mul (γ.vel_cont j)
  have h3 : Continuous fun t => γ.pos t j * γ.vel t i + γ.pos t i * γ.vel t j := h1.add h2
  have hd : ∀ t, HasDerivAt (fun s => γ.pos s i * γ.pos s j)
      (γ.pos t j * γ.vel t i + γ.pos t i * γ.vel t j) t := fun t =>
    ((γ.hasDeriv t i).fun_mul (γ.hasDeriv t j)).congr_deriv (by ring)
  rw [firstMoment, firstMoment, ← intervalIntegral.integral_add
    (h1.intervalIntegrable 0 1) (h2.intervalIntegrable 0 1),
    intervalIntegral.integral_eq_sub_of_hasDerivAt (fun t _ => hd t)
      (h3.intervalIntegrable 0 1), γ.start, γ.finish]
```

Each entry of the current gradient is $(-iH_{ab})(-iM_{ji})=-H_{ab}M_{ji}$.

```lean
omit [Fintype n] [DecidableEq n] in
/-- Each entry of the current gradient is minus the hopping times the first moment of its path. -/
theorem currentGradient_apply {x : n → ι → ℝ} (H : Matrix n n ℂ)
    (γ : ∀ a b, BondPath (x b) (x a)) (i j : ι) (a b : n) :
    currentGradient H γ i j a b = -(H a b * (firstMoment (γ a b) j i : ℂ)) := by
  have h : HasDerivAt (fun s : ℝ => current H γ (Pi.single j s) i a b)
      (-(H a b * (firstMoment (γ a b) j i : ℂ))) 0 :=
    ((hasDerivAt_lineIntegral (γ a b) i j).const_mul (-I * H a b)).congr_deriv (by
      linear_combination (H a b * (firstMoment (γ a b) j i : ℂ)) * Complex.I_sq)
  exact h.deriv
```

Adding the entry with $i$ and $j$ exchanged gives $H_{ab}(x_{b,i}x_{b,j}-x_{a,i}x_{a,j})$, and therefore

$$\frac{\partial J_i}{\partial q_j}+\frac{\partial J_j}{\partial q_i}=[H,x_ix_j]\quad\text{at }q=0.$$

```lean
/-- The symmetrized current gradient at `q = 0` is the commutator `[H, x_i x_j]`. -/
theorem symmetrized_gradient {x : n → ι → ℝ} (H : Matrix n n ℂ)
    (γ : ∀ a b, BondPath (x b) (x a)) (i j : ι) :
    currentGradient H γ i j + currentGradient H γ j i
      = H * (position x i * position x j) - position x i * position x j * H := by
  ext a b
  have h := congrArg (fun r : ℝ => (r : ℂ)) (firstMoment_symm (γ a b) i j)
  simp only [Complex.ofReal_add, Complex.ofReal_sub, Complex.ofReal_mul] at h
  simp only [Matrix.add_apply, currentGradient_apply, position, Matrix.diagonal_mul_diagonal,
    Matrix.sub_apply, Matrix.mul_diagonal, Matrix.diagonal_mul]
  linear_combination (-(H a b)) * h
```

The right-hand side contains no path, so any two choices agree.

```lean
/-- Two choices of paths between the same sites give the same symmetrized current gradient. -/
theorem symmetrized_gradient_path_independent {x : n → ι → ℝ} (H : Matrix n n ℂ)
    (γ γ' : ∀ a b, BondPath (x b) (x a)) (i j : ι) :
    currentGradient H γ i j + currentGradient H γ j i
      = currentGradient H γ' i j + currentGradient H γ' j i := by
  rw [symmetrized_gradient, symmetrized_gradient]
```

In one dimension $i=j$ is the only case. The formula then reads $\partial J/\partial q=\tfrac12[H,x^2]$, and the whole gradient is path independent.

## Straight bonds

On a straight path $\gamma=y+t(x-y)$, the moment is $M_{ji}=\tfrac12(x_i-y_i)(x_j+y_j)$.

```lean
/-- The straight path from `y` to `x` at constant velocity. -/
def straight (y x : ι → ℝ) : BondPath y x where
  pos t i := y i + t * (x i - y i)
  vel _ i := x i - y i
  hasDeriv t i :=
    (((hasDerivAt_id' t).mul_const (x i - y i)).const_add (y i)).congr_deriv (one_mul _)
  vel_cont _ := continuous_const
  start := by ext i; ring
  finish := by ext i; ring
```

The factor $x_{a,j}+x_{b,j}$ comes from multiplying by $x_j$ on the left and on the right, so

$$\frac{\partial J_i}{\partial q_j}=\tfrac12\left(x_j[H,x_i]+[H,x_i]x_j\right)\quad\text{at }q=0.$$

```lean
/-- For straight paths the full gradient `∂J_i/∂q_j` at `q = 0` is half the anticommutator of
`x_j` with `[H, x_i]`. -/
theorem straight_gradient (x : n → ι → ℝ) (H : Matrix n n ℂ) (i j : ι) :
    currentGradient H (fun a b => straight (x b) (x a)) i j
      = (1 / 2 : ℂ) • (position x j * (H * position x i - position x i * H)
        + (H * position x i - position x i * H) * position x j) := by
  have hm : ∀ y z : ι → ℝ,
      firstMoment (straight y z) j i = (z i - y i) * (z j + y j) / 2 := by
    intro y z
    have hd : ∀ t : ℝ, HasDerivAt
        (fun s : ℝ => (y j * s + s * s * ((z j - y j) / 2)) * (z i - y i))
        ((y j + t * (z j - y j)) * (z i - y i)) t := fun t =>
      ((((hasDerivAt_id' t).const_mul (y j)).fun_add
        (((hasDerivAt_id' t).fun_mul (hasDerivAt_id' t)).mul_const
          ((z j - y j) / 2))).mul_const (z i - y i)).congr_deriv (by ring)
    have hc : Continuous fun t : ℝ => (y j + t * (z j - y j)) * (z i - y i) := by fun_prop
    change ∫ t in (0 : ℝ)..1, (y j + t * (z j - y j)) * (z i - y i) = _
    rw [intervalIntegral.integral_eq_sub_of_hasDerivAt (fun t _ => hd t)
      (hc.intervalIntegrable 0 1)]
    ring
  ext a b
  simp only [currentGradient_apply, hm, position, Matrix.smul_apply, Matrix.add_apply,
    Matrix.sub_apply, Matrix.mul_diagonal, Matrix.diagonal_mul, smul_eq_mul]
  push_cast
  ring
```

## A line and a parabola between the same sites

Take a bond from $(0,0)$ to $(1,1)$ with hopping $H_{ab}=h$, and number the components 0 and 1 as Lean does. The parabola is $\gamma=(t,t^2)$.

```lean
/-- The parabolic path `(t, t²)` in the plane from `(0,0)` to `(1,1)`. -/
def parabola : BondPath (0 : Fin 2 → ℝ) 1 where
  pos t := ![t, t * t]
  vel t := ![1, t + t]
  hasDeriv t := Fin.forall_fin_two.2 ⟨hasDerivAt_id' t,
    ((hasDerivAt_id' t).fun_mul (hasDerivAt_id' t)).congr_deriv (by simp)⟩
  vel_cont := Fin.forall_fin_two.2 ⟨continuous_const, continuous_id.add continuous_id⟩
  start := funext (Fin.forall_fin_two.2 ⟨by simp, by simp⟩)
  finish := funext (Fin.forall_fin_two.2 ⟨by simp, by simp⟩)
```

The moments can be worked out directly:

| Path | $M_{10}$ | $M_{01}$ | Sum |
|---|---|---|---|
| line | $\int t\,dt=1/2$ | $1/2$ | $1$ |
| parabola | $\int t^2\,dt=1/3$ | $\int 2t^2\,dt=2/3$ | $1$ |

The entry of $\partial J_0/\partial q_1$ is thus $-h/2$ or $-h/3$, while the symmetrized entry is $-h$ for both. The theorem states the difference for the line integral, whose derivatives are $-i/2$ and $-i/3$.

```lean
/-- Without symmetrization the path matters: from `(0,0)` to `(1,1)` the derivative of the first
component of the line integral in the second component of `q`, at `q = 0`, is `-i/2` along the
straight line and `-i/3` along the parabola. -/
theorem gradient_path_dependent :
    HasDerivAt (fun s : ℝ => lineIntegral (straight (0 : Fin 2 → ℝ) 1) (Pi.single 1 s) 0)
      (-I / 2) 0 ∧
    HasDerivAt (fun s : ℝ => lineIntegral parabola (Pi.single 1 s) 0) (-I / 3) 0 := by
  have h1 : firstMoment (straight (0 : Fin 2 → ℝ) 1) 1 0 = 1 / 2 := by
    norm_num [firstMoment, straight]
  have h2 : firstMoment parabola 1 0 = 1 / 3 := by
    change ∫ t in (0 : ℝ)..1, t * t * 1 = 1 / 3
    simp only [mul_one, ← pow_two]
    rw [integral_pow]
    norm_num
  constructor
  · refine (hasDerivAt_lineIntegral _ 0 1).congr_deriv ?_
    rw [h1]
    push_cast
    ring
  · refine (hasDerivAt_lineIntegral _ 0 1).congr_deriv ?_
    rw [h2]
    push_cast
    ring

end FlexoelectricCurrent
```

```lean
#print axioms FlexoelectricCurrent.current_zero
#print axioms FlexoelectricCurrent.symmetrized_gradient_path_independent
#print axioms FlexoelectricCurrent.straight_gradient
#print axioms FlexoelectricCurrent.gradient_path_dependent
```

```
'FlexoelectricCurrent.current_zero' depends on axioms: [propext, Classical.choice, Quot.sound]
'FlexoelectricCurrent.symmetrized_gradient_path_independent' depends on axioms: [propext, Classical.choice, Quot.sound]
'FlexoelectricCurrent.straight_gradient' depends on axioms: [propext, Classical.choice, Quot.sound]
'FlexoelectricCurrent.gradient_path_dependent' depends on axioms: [propext, Classical.choice, Quot.sound]
```
